# The average Green function never transmits more than the disorder average, for positive semidefinite lead broadenings

Take one orbital at each lead, with broadenings α, β ≥ 0, and let disorder give the Green function between them the complex value G_c with probability p_c > 0. The transmission in configuration c is αβ|G_c|². With the average M = Σ_c p_c G_c, the mean transmission is

Σ_c p_c αβ|G_c|² = αβ|M|² + αβ Σ_c p_c |G_c − M|².

The first term on the right is the transmission computed from the average Green function. The second is the vertex correction, here a variance times αβ, so it cannot be negative. If G takes the values g and −g with equal probability, M is zero and the vertex correction is the whole transmission.

The same holds for matrices. For non-interacting electrons in a finite ensemble of configurations, with the same lead broadenings in each, omitting vertex corrections in a disordered-layer calculation never overestimates the mean transmission, provided that the average Green function is exact. The theorems below do not settle whether an approximate average, such as one from the coherent potential approximation, obeys this bound.

## Transmission and its averages

The index types `m` and `n` label the orbitals coupled to the two leads, and `ι` labels the configurations. All three are finite. The Green function block G between the lead regions is an m × n matrix and may be rectangular.

```lean
import Mathlib

open Matrix
open scoped ComplexOrder

namespace VertexCorrections

noncomputable section

variable {m n ι : Type*} [Fintype m] [Fintype n] [Fintype ι]
```

Let A and B be the broadening matrices of the two leads, and write ᴴ for the conjugate transpose. The transmission through a block X is

T(X) = Re Tr(A X B Xᴴ).

This trace formula is taken as the definition and is not derived from a scattering problem. The blocks are arbitrary complex matrices: no Hamiltonian or energy appears. Taking the real part makes T a real number for any A and B; for positive semidefinite broadenings it discards nothing, as shown below.

```lean
/-- The transmission `Re Tr(A G B Gᴴ)` through a Green function block `G` between two leads
with broadenings `A` and `B`. -/
def transmission (A : Matrix m m ℂ) (B : Matrix n n ℂ) (G : Matrix m n ℂ) : ℝ :=
  (trace (A * G * B * Gᴴ)).re
```

The average Green function is M = Σ_c p_c G_c, with real weights p_c.

```lean
/-- The configurational average of the Green function, with weights `p c`. -/
def averageGreen (p : ι → ℝ) (G : ι → Matrix m n ℂ) : Matrix m n ℂ :=
  ∑ c, p c • G c
```

The mean transmission is Σ_c p_c T(G_c), averaged after the transmission has been formed.

```lean
/-- The configurational average of the transmission, with weights `p c`. -/
def meanTransmission (p : ι → ℝ) (A : Matrix m m ℂ) (B : Matrix n n ℂ)
    (G : ι → Matrix m n ℂ) : ℝ :=
  ∑ c, p c * transmission A B (G c)
```

## Transmission as a sum of squared amplitudes

A positive semidefinite A has a spectral decomposition A = U diag(λ_i) Uᴴ with U unitary and λ_i ≥ 0. Put D = diag(√λ_i) and a = D Uᴴ. Then

aᴴa = U DᴴD Uᴴ = U diag(λ_i) Uᴴ = A.

The proof obtains `U` from the spectral theorem and `D` from the square roots of the eigenvalues, then multiplies out.

```lean
/-- A positive semidefinite broadening factorises as `A = aᴴ a`. -/
theorem exists_factor {A : Matrix m m ℂ} (hA : A.PosSemidef) :
    ∃ a : Matrix m m ℂ, A = aᴴ * a := by
  classical
  -- diagonalise the broadening
  obtain ⟨U, hU⟩ : ∃ U : Matrix m m ℂ,
      A = U * diagonal (fun i => ((hA.isHermitian.eigenvalues i : ℝ) : ℂ)) * Uᴴ :=
    ⟨hA.isHermitian.eigenvectorUnitary, by
      have h := hA.isHermitian.spectral_theorem
      rw [Unitary.conjStarAlgAut_apply] at h
      exact h⟩
  -- take square roots of the eigenvalues
  obtain ⟨D, hD⟩ : ∃ D : Matrix m m ℂ,
      Dᴴ * D = diagonal (fun i => ((hA.isHermitian.eigenvalues i : ℝ) : ℂ)) := by
    refine ⟨diagonal (fun i => ((Real.sqrt (hA.isHermitian.eigenvalues i) : ℝ) : ℂ)), ?_⟩
    rw [diagonal_conjTranspose, diagonal_mul_diagonal]
    refine congrArg Matrix.diagonal (funext fun i => ?_)
    change (starRingEnd ℂ) ((Real.sqrt (hA.isHermitian.eigenvalues i) : ℝ) : ℂ) *
      ((Real.sqrt (hA.isHermitian.eigenvalues i) : ℝ) : ℂ) = _
    rw [Complex.conj_ofReal, ← Complex.ofReal_mul,
      Real.mul_self_sqrt (hA.eigenvalues_nonneg i)]
  refine ⟨D * Uᴴ, ?_⟩
  rw [conjTranspose_mul, conjTranspose_conjTranspose, Matrix.mul_assoc,
    ← Matrix.mul_assoc Dᴴ, hD, ← Matrix.mul_assoc]
  exact hU
```

Write A = aᴴa and B = bᴴb, and let Y = a X bᴴ. Moving aᴴ around the trace gives

Tr(aᴴa X bᴴb Xᴴ) = Tr(a X bᴴ b Xᴴ aᴴ) = Tr(Y Yᴴ) = Σ_ij |Y_ij|².

The entries of Y act as amplitudes between channels of the two leads. In the proof, `Matrix.trace_mul_comm` is the cyclic step, and the last equality is checked entry by entry.

```lean
/-- With broadenings `aᴴ a` and `bᴴ b`, the transmission trace is the sum of the squared moduli
of the channel amplitudes `a X bᴴ`. -/
theorem trace_eq_sum_amplitudes (a : Matrix m m ℂ) (b : Matrix n n ℂ) (X : Matrix m n ℂ) :
    trace (aᴴ * a * X * (bᴴ * b) * Xᴴ) =
      ((∑ i, ∑ j, ‖(a * X * bᴴ) i j‖ ^ 2 : ℝ) : ℂ) := by
  have h : trace (aᴴ * a * X * (bᴴ * b) * Xᴴ) =
      trace ((a * X * bᴴ) * (a * X * bᴴ)ᴴ) := by
    calc trace (aᴴ * a * X * (bᴴ * b) * Xᴴ)
        = trace (aᴴ * (a * X * bᴴ * b * Xᴴ)) := by simp only [Matrix.mul_assoc]
      _ = trace ((a * X * bᴴ * b * Xᴴ) * aᴴ) := Matrix.trace_mul_comm _ _
      _ = trace ((a * X * bᴴ) * (a * X * bᴴ)ᴴ) := by
        simp only [conjTranspose_mul, conjTranspose_conjTranspose, Matrix.mul_assoc]
  rw [h]
  generalize a * X * bᴴ = Y
  simp only [Matrix.trace, Matrix.diag_apply, Matrix.mul_apply, conjTranspose_apply,
    Complex.ofReal_sum]
  refine Finset.sum_congr rfl fun i _ => Finset.sum_congr rfl fun j _ => ?_
  rw [Complex.sq_norm]
  exact Complex.mul_conj _
```

A sum of squared moduli is real and nonnegative. Hence Tr(A X B Xᴴ) equals T(X) as a complex number, and T(X) ≥ 0.

```lean
/-- For positive semidefinite broadenings the trace `Tr(A X B Xᴴ)` is real, and the
transmission is nonnegative. -/
theorem transmission_real_nonneg {A : Matrix m m ℂ} {B : Matrix n n ℂ}
    (hA : A.PosSemidef) (hB : B.PosSemidef) (X : Matrix m n ℂ) :
    trace (A * X * B * Xᴴ) = (transmission A B X : ℂ) ∧ 0 ≤ transmission A B X := by
  obtain ⟨a, rfl⟩ := exists_factor hA
  obtain ⟨b, rfl⟩ := exists_factor hB
  rw [transmission, trace_eq_sum_amplitudes, Complex.ofReal_re]
  exact ⟨rfl, Finset.sum_nonneg fun i _ => Finset.sum_nonneg fun j _ => sq_nonneg _⟩
```

If T(X) = 0, every |Y_ij|² vanishes, so Y = 0 and

A X B = aᴴ(a X bᴴ)b = aᴴ Y b = 0.

Conversely, A X B = 0 makes the matrix under the trace zero. The first direction uses twice that a vanishing sum of nonnegative terms has only vanishing terms, once for rows and once for columns.

```lean
/-- For positive semidefinite broadenings the transmission through `X` vanishes exactly when
`A X B = 0`. -/
theorem transmission_eq_zero_iff {A : Matrix m m ℂ} {B : Matrix n n ℂ}
    (hA : A.PosSemidef) (hB : B.PosSemidef) (X : Matrix m n ℂ) :
    transmission A B X = 0 ↔ A * X * B = 0 := by
  constructor
  · obtain ⟨a, rfl⟩ := exists_factor hA
    obtain ⟨b, rfl⟩ := exists_factor hB
    intro h
    rw [transmission, trace_eq_sum_amplitudes, Complex.ofReal_re] at h
    -- every channel amplitude vanishes
    have hz : a * X * bᴴ = 0 := by
      ext i j
      have h1 := (Finset.sum_eq_zero_iff_of_nonneg (fun i _ =>
        Finset.sum_nonneg fun j _ => sq_nonneg _)).mp h i (Finset.mem_univ i)
      have h2 := (Finset.sum_eq_zero_iff_of_nonneg (fun j _ =>
        sq_nonneg _)).mp h1 j (Finset.mem_univ j)
      exact norm_eq_zero.mp ((pow_eq_zero_iff two_ne_zero).mp h2)
    calc aᴴ * a * X * (bᴴ * b) = aᴴ * (a * X * bᴴ) * b := by simp only [Matrix.mul_assoc]
      _ = 0 := by rw [hz, Matrix.mul_zero, Matrix.zero_mul]
  · intro h
    rw [transmission, h, Matrix.zero_mul, Matrix.trace_zero, Complex.zero_re]
```

## The vertex correction as the transmission of the fluctuations

Expand the transmission of the fluctuation G_c − M:

T(G_c − M) = T(G_c) − Re Tr(A G_c B Mᴴ) − Re Tr(A M B G_cᴴ) + T(M).

Multiply by p_c and sum. Each of the two mixed terms averages to T(M), because the trace is linear in G_c and in G_cᴴ and the weights are real. The last term also gives T(M), because the weights sum to one. Therefore

Σ_c p_c T(G_c − M) = Σ_c p_c T(G_c) − T(M).

In the proof, `h1` and `h2` average the mixed terms, `h3` uses the normalisation, and `hx` is the expansion. This identity needs no positivity of the weights or of the broadenings.

```lean
/-- For weights that sum to one, the mean transmission is the transmission of the average Green
function plus the mean transmission of the fluctuations, which is the vertex correction. -/
theorem meanTransmission_eq_coherent_add_vertex (p : ι → ℝ) (hp : ∑ c, p c = 1)
    (A : Matrix m m ℂ) (B : Matrix n n ℂ) (G : ι → Matrix m n ℂ) :
    meanTransmission p A B G = transmission A B (averageGreen p G) +
      ∑ c, p c * transmission A B (G c - averageGreen p G) := by
  -- the average can be taken in either Green function factor
  have h1 : ∀ Y : Matrix m n ℂ, ∑ c, p c * (trace (A * G c * B * Yᴴ)).re =
      (trace (A * averageGreen p G * B * Yᴴ)).re := by
    intro Y
    simp only [averageGreen, Matrix.mul_sum, Matrix.sum_mul, Matrix.mul_smul,
      Matrix.smul_mul, Matrix.trace_sum, Matrix.trace_smul, Complex.re_sum, Complex.smul_re,
      smul_eq_mul]
  have h2 : ∀ Y : Matrix m n ℂ, ∑ c, p c * (trace (A * Y * B * (G c)ᴴ)).re =
      (trace (A * Y * B * (averageGreen p G)ᴴ)).re := by
    intro Y
    simp only [averageGreen, conjTranspose_sum, conjTranspose_smul, star_trivial,
      Matrix.mul_sum, Matrix.mul_smul, Matrix.trace_sum, Matrix.trace_smul, Complex.re_sum,
      Complex.smul_re, smul_eq_mul]
  have h1M := h1 (averageGreen p G)
  have h2M := h2 (averageGreen p G)
  generalize averageGreen p G = M at h1M h2M ⊢
  have h3 : ∑ c, p c * (trace (A * M * B * Mᴴ)).re = (trace (A * M * B * Mᴴ)).re := by
    rw [← Finset.sum_mul, hp, one_mul]
  -- expand the transmission of a fluctuation
  have hx : ∀ c, p c * transmission A B (G c - M) =
      p c * (trace (A * G c * B * (G c)ᴴ)).re - p c * (trace (A * G c * B * Mᴴ)).re
        - p c * (trace (A * M * B * (G c)ᴴ)).re + p c * (trace (A * M * B * Mᴴ)).re := by
    intro c
    simp only [transmission, conjTranspose_sub, Matrix.mul_sub, Matrix.sub_mul,
      Matrix.trace_sub, Complex.sub_re]
    ring
  simp only [hx, Finset.sum_add_distrib, Finset.sum_sub_distrib]
  rw [h1M, h2M, h3]
  simp only [meanTransmission, transmission]
  ring
```

## The inequality and its equality case

Now let p_c > 0 and let A and B be positive semidefinite. Every term p_c T(G_c − M) is nonnegative, so

T(M) ≤ Σ_c p_c T(G_c).

Equality means that the vertex correction is zero. Then each of its terms is zero, and since p_c > 0, T(G_c − M) = 0, which is A(G_c − M)B = 0. Conversely, this condition makes every term vanish. The Green function may thus still fluctuate without a vertex correction, as long as the fluctuation does not connect orbital combinations that couple to the two leads. In the code these terms are handled by `hterm`, and `key` is the identity above.

```lean
/-- For positive probabilities and positive semidefinite broadenings, the transmission of the
average Green function never exceeds the mean transmission. The two agree exactly when
`A (G c - M) B = 0` in every configuration, `M` being the average Green function. -/
theorem coherent_le_meanTransmission (p : ι → ℝ) (hpos : ∀ c, 0 < p c) (hp : ∑ c, p c = 1)
    {A : Matrix m m ℂ} {B : Matrix n n ℂ} (hA : A.PosSemidef) (hB : B.PosSemidef)
    (G : ι → Matrix m n ℂ) :
    transmission A B (averageGreen p G) ≤ meanTransmission p A B G ∧
      (transmission A B (averageGreen p G) = meanTransmission p A B G ↔
        ∀ c, A * (G c - averageGreen p G) * B = 0) := by
  have key := meanTransmission_eq_coherent_add_vertex p hp A B G
  have hterm : ∀ c ∈ Finset.univ, 0 ≤ p c * transmission A B (G c - averageGreen p G) :=
    fun c _ => mul_nonneg (hpos c).le (transmission_real_nonneg hA hB _).2
  have hsum := Finset.sum_nonneg hterm
  refine ⟨by linarith, fun h => ?_, fun h => ?_⟩
  · -- a vanishing vertex correction has only vanishing terms
    intro c
    have h0 : ∑ c, p c * transmission A B (G c - averageGreen p G) = 0 := by linarith
    have hc := (Finset.sum_eq_zero_iff_of_nonneg hterm).mp h0 c (Finset.mem_univ c)
    exact (transmission_eq_zero_iff hA hB _).mp
      ((mul_eq_zero.mp hc).resolve_left (hpos c).ne')
  · have h0 : ∑ c, p c * transmission A B (G c - averageGreen p G) = 0 :=
      Finset.sum_eq_zero fun c _ => by
        rw [(transmission_eq_zero_iff hA hB _).mpr (h c), mul_zero]
    linarith
```

If A and B are positive definite, every orbital combination in the two regions couples to its lead. Both matrices are then invertible, and

G_c − M = A⁻¹ [A(G_c − M)B] B⁻¹ = 0.

Equality therefore holds exactly when the Green function block is the same in all configurations.

```lean
/-- For positive probabilities and positive definite broadenings, the average Green function
gives the full mean transmission only if the Green function is the same in all configurations,
and then it does. -/
theorem coherent_eq_mean_iff_no_fluctuation (p : ι → ℝ) (hpos : ∀ c, 0 < p c)
    (hp : ∑ c, p c = 1) {A : Matrix m m ℂ} {B : Matrix n n ℂ} (hA : A.PosDef) (hB : B.PosDef)
    (G : ι → Matrix m n ℂ) :
    transmission A B (averageGreen p G) = meanTransmission p A B G ↔
      ∀ c, G c = averageGreen p G := by
  classical
  rw [(coherent_le_meanTransmission p hpos hp hA.posSemidef hB.posSemidef G).2]
  refine forall_congr' fun c => ⟨fun h => ?_, fun h => ?_⟩
  · have hA' := (Matrix.isUnit_iff_isUnit_det A).mp hA.isUnit
    have hB' := (Matrix.isUnit_iff_isUnit_det B).mp hB.isUnit
    -- strip off the invertible broadenings
    refine sub_eq_zero.mp ?_
    calc G c - averageGreen p G
        = A⁻¹ * A * (G c - averageGreen p G) * (B * B⁻¹) := by
          rw [Matrix.nonsing_inv_mul _ hA', Matrix.mul_nonsing_inv _ hB', Matrix.one_mul,
            Matrix.mul_one]
      _ = A⁻¹ * (A * (G c - averageGreen p G) * B) * B⁻¹ := by
          simp only [Matrix.mul_assoc]
      _ = 0 := by rw [h, Matrix.mul_zero, Matrix.zero_mul]
  · rw [sub_eq_zero.mpr h, Matrix.mul_zero, Matrix.zero_mul]
```

The opening example of opposite signs carries over to matrices. With weights 1/2 and blocks g and −g,

M = g/2 − g/2 = 0, T(M) = 0, and ½T(g) + ½T(−g) = T(g),

since the two signs cancel in the trace. In Lean the configurations are indexed by `Fin 2` and the blocks are `![g, -g]`. With positive semidefinite broadenings and A g B ≠ 0, the transmission missed by the average Green function is strictly positive.

```lean
/-- For two equally likely configurations with Green functions `g` and `-g`, the average Green
function transmits nothing, while the mean transmission is that of `g`. -/
theorem opposite_phases (A : Matrix m m ℂ) (B : Matrix n n ℂ) (g : Matrix m n ℂ) :
    transmission A B (averageGreen (fun _ : Fin 2 => (1 / 2 : ℝ)) ![g, -g]) = 0 ∧
      meanTransmission (fun _ : Fin 2 => (1 / 2 : ℝ)) A B ![g, -g] = transmission A B g := by
  constructor
  · simp [averageGreen, Fin.sum_univ_two, transmission]
  · simp only [meanTransmission, Fin.sum_univ_two, Matrix.cons_val_zero, Matrix.cons_val_one,
      transmission, conjTranspose_neg, Matrix.mul_neg, Matrix.neg_mul, neg_neg]
    ring

end

end VertexCorrections
```

```lean
#print axioms VertexCorrections.coherent_le_meanTransmission
#print axioms VertexCorrections.coherent_eq_mean_iff_no_fluctuation
#print axioms VertexCorrections.opposite_phases
```

```
'VertexCorrections.coherent_le_meanTransmission' depends on axioms: [propext, Classical.choice, Quot.sound]
'VertexCorrections.coherent_eq_mean_iff_no_fluctuation' depends on axioms: [propext, Classical.choice, Quot.sound]
'VertexCorrections.opposite_phases' depends on axioms: [propext, Classical.choice, Quot.sound]
```
